# An Open Chain with Positive Nearest-Neighbour Factors Is Fixed by Its Pair and Site Marginals

Consider a one-dimensional model of an alloy: a single row of lattice sites, each occupied by one of a few species, with energies that couple only adjacent sites. The row is in thermal equilibrium at a given temperature and given chemical potentials, so the number of atoms of each species is free to fluctuate. Suppose we know how often each pair of species occurs on each pair of neighbouring sites. Does that determine the probability of a complete arrangement of the row? The pair approximation of the cluster variation method answers with a formula: multiply the pair probabilities and divide by the probabilities of the sites that were counted twice. For a row with two free ends the formula is exact.

## The factorisation and its derivation

Number the sites $0,1,\dots,m+1$ with $m\ge 0$, and let $s_i$ be the species on site $i$. Bond $i$ joins sites $i$ and $i+1$ and carries a factor $f_i(a,b)>0$. The distribution is

$$P(s)=c\prod_{i=0}^{m} f_i(s_i,s_{i+1}),\qquad \sum_s P(s)=1 .$$

For a Boltzmann distribution, $f_i$ is the exponential of minus the bond energy over $k_BT$, and $c$ is the inverse partition function. Site terms, such as those from the chemical potentials, can be absorbed into the factor of an adjacent bond. Positivity of $f_i$ means that no pair of neighbouring species is forbidden.

Write $p_k(a)$ for the probability of species $a$ on site $k$, and $p_{i,i+1}(a,b)$ for the probability of $a$ on site $i$ together with $b$ on site $i+1$. The claim is

$$P(s)=\frac{\prod_{i=0}^{m}p_{i,i+1}(s_i,s_{i+1})}{\prod_{k=1}^{m}p_k(s_k)} .$$

**Screening.** Split a configuration into the species $a$ on site $0$ and the rest, $t=(t_0,\dots,t_m)$, so that $t_0$ sits on site $1$. Only bond $0$ involves $a$, hence $P(a,t)=g(a,t_0)\,B(t)$ for some functions $g$ and $B$. Define

$$G(x)=\sum_a g(a,x),\qquad b(x)=\sum_{u:\,u_0=x}B(u).$$

Summing out site $0$ gives $P'(t)=G(t_0)B(t)$. The marginals are $p_1(x)=G(x)\,b(x)$ and $p_{01}(a,x)=g(a,x)\,b(x)$. Therefore

$$P(a,t)\,p_1(t_0)=g(a,t_0)\,B(t)\,G(t_0)\,b(t_0)=p_{01}(a,t_0)\,P'(t).$$

**Induction on the length.** For two sites, $P=p_{01}$ and there are no interior sites. For a longer chain, $P'$ is again a product over bonds, with an additional factor $G$ on its first site, and the marginals of sites $1,\dots,m+1$ are the same under $P'$ as under $P$. If the result holds for the shorter chain, then

$$P'(t)\prod_{k=2}^{m}p_k(s_k)=\prod_{i=1}^{m}p_{i,i+1}(s_i,s_{i+1}).$$

Multiplying by $p_{01}(s_0,s_1)$ and using the screening identity gives

$$P(s)\prod_{k=1}^{m}p_k(s_k)=\prod_{i=0}^{m}p_{i,i+1}(s_i,s_{i+1}).$$

**Division.** Every product of bond factors is positive, so normalisation forces $c>0$ and every $P(s)>0$. The sum $p_k(a)$ contains the configuration with $a$ on all sites, so $p_k(a)>0$, and we may divide.

Taking $-\ln P$ and averaging turns the factorisation into the pair-approximation entropy: the sum of the pair entropies minus the sum of the interior site entropies. For the open chain considered here, whose composition is free to fluctuate, this entropy, evaluated with the exact marginals, thus agrees with the one found by enumerating all configurations.

## Configurations, weights and marginals in Lean

The finite type `S` is the set of species, the same on every site.

```lean
import Mathlib

open Finset

namespace ClusterVariationChain

noncomputable section

variable {S : Type*} [Fintype S]
```

A configuration is a function from site numbers to `S`. In `chainWeight` there are `m` bonds and `m + 1` sites; `i.castSucc` and `i.succ` are the left and right ends of bond `i`. The factor may differ from bond to bond and need not be symmetric.

```lean
/-- The weight of a configuration of an open chain: the product of one factor per
nearest-neighbour bond. -/
def chainWeight {m : ℕ} (f : Fin m → S → S → ℝ) (s : Fin (m + 1) → S) : ℝ :=
  ∏ i : Fin m, f i (s i.castSucc) (s i.succ)
```

The configuration `Fin.cons a t` puts `a` in front of `t`. Summing over `a` gives the function called $P'$ above.

```lean
/-- The function of the remaining sites obtained by summing out the first site. -/
def traceFirst {n : ℕ} (P : (Fin (n + 1) → S) → ℝ) (t : Fin n → S) : ℝ :=
  ∑ a : S, P (Fin.cons a t)
```

The next two lemmas split off the first site, once in a sum over configurations and once in the chain weight. The second is the source of the form $g(a,t_0)B(t)$.

```lean
/-- A sum over configurations is a sum over the species on the first site and over the
configurations of the other sites. -/
theorem sum_cons {n : ℕ} (g : (Fin (n + 1) → S) → ℝ) :
    ∑ s, g s = ∑ a : S, ∑ t : Fin n → S, g (Fin.cons a t) := by
  have h := (Fin.consEquiv (fun _ : Fin (n + 1) => S)).sum_comp g
  rw [Fintype.sum_prod_type] at h
  exact h.symm

omit [Fintype S] in
/-- The weight of a chain is its first bond factor times the weight of the chain without
its first site. -/
theorem chainWeight_cons {m : ℕ} (f : Fin (m + 1) → S → S → ℝ) (a : S)
    (t : Fin (m + 1) → S) :
    chainWeight f (Fin.cons a t) = f 0 a (t 0) * chainWeight (fun i => f i.succ) t := by
  have hcs : ∀ i : Fin m, i.succ.castSucc = i.castSucc.succ := fun _ => rfl
  unfold chainWeight
  rw [Fin.prod_univ_succ]
  simp only [Fin.castSucc_zero, hcs, Fin.cons_zero, Fin.cons_succ]
```

Marginals are sums over all configurations, keeping those with the prescribed species. They are defined for any real function `P`; they are probabilities when `P` is a normalised distribution.

```lean
variable [DecidableEq S]

/-- The single-site marginal: the total weight of configurations with species `a` on
site `k`. -/
def siteMarginal {n : ℕ} (P : (Fin n → S) → ℝ) (k : Fin n) (a : S) : ℝ :=
  ∑ s, if s k = a then P s else 0

/-- The pair marginal: the total weight of configurations with species `a` on site `j` and
species `b` on site `k`. -/
def pairMarginal {n : ℕ} (P : (Fin n → S) → ℝ) (j k : Fin n) (a b : S) : ℝ :=
  ∑ s, if s j = a ∧ s k = b then P s else 0
```

## Removing the first site

The marginals of later sites survive the removal of site $0$. Both proofs split the configuration sum, exchange the two sums, and compare the terms for each remaining configuration `t`. The index `k.succ` in the long chain becomes `k` in the short one.

```lean
/-- Summing out the first site does not change the marginals of the later sites. -/
theorem siteMarginal_succ {n : ℕ} (P : (Fin (n + 1) → S) → ℝ) (k : Fin n) (a : S) :
    siteMarginal P k.succ a = siteMarginal (traceFirst P) k a := by
  unfold siteMarginal
  rw [sum_cons, Finset.sum_comm]
  refine Finset.sum_congr rfl fun t _ => ?_
  simp only [Fin.cons_succ]
  by_cases h : t k = a <;> simp [h, traceFirst]

/-- Summing out the first site does not change the pair marginals of the later sites. -/
theorem pairMarginal_succ {n : ℕ} (P : (Fin (n + 1) → S) → ℝ) (j k : Fin n) (a b : S) :
    pairMarginal P j.succ k.succ a b = pairMarginal (traceFirst P) j k a b := by
  unfold pairMarginal
  rw [sum_cons, Finset.sum_comm]
  refine Finset.sum_congr rfl fun t _ => ?_
  simp only [Fin.cons_succ]
  by_cases h : t j = a ∧ t k = b <;> simp [h, traceFirst]
```

The screening identity follows. Its hypothesis `hP` is the form $P(a,t)=g(a,t_0)B(t)$, with no sign condition and no normalisation. The intermediate facts `htr`, `hsite` and `hpair` are the three expressions for $P'$, $p_1$ and $p_{01}$, with `siteMarginal B 0` in the role of $b$. Substituting them leaves a rearrangement of factors, which `ring` completes.

```lean
/-- Screening: if the first site is coupled only to the second, then the joint weight times
the marginal of the second site is the first pair marginal times the weight of the chain
with its first site summed out. -/
theorem first_site_screening {n : ℕ} (P : (Fin (n + 2) → S) → ℝ) (g : S → S → ℝ)
    (B : (Fin (n + 1) → S) → ℝ)
    (hP : ∀ (a : S) (t : Fin (n + 1) → S), P (Fin.cons a t) = g a (t 0) * B t)
    (a : S) (t : Fin (n + 1) → S) :
    P (Fin.cons a t) * siteMarginal P (Fin.succ 0) (t 0)
      = pairMarginal P 0 (Fin.succ 0) a (t 0) * traceFirst P t := by
  have htr : ∀ u, traceFirst P u = (∑ a', g a' (u 0)) * B u := by
    intro u
    simp only [traceFirst, hP, Finset.sum_mul]
  -- the marginal of the second site splits into a left and a right part
  have hsite : siteMarginal P (Fin.succ 0) (t 0)
      = (∑ a', g a' (t 0)) * siteMarginal B 0 (t 0) := by
    rw [siteMarginal_succ]
    unfold siteMarginal
    rw [Finset.mul_sum]
    refine Finset.sum_congr rfl fun u _ => ?_
    by_cases h : u 0 = t 0 <;> simp [h, htr]
  -- the pair marginal has the same right part
  have hpair : pairMarginal P 0 (Fin.succ 0) a (t 0)
      = g a (t 0) * siteMarginal B 0 (t 0) := by
    unfold pairMarginal siteMarginal
    rw [sum_cons (n := n + 1), Finset.sum_eq_single a]
    · rw [Finset.mul_sum]
      refine Finset.sum_congr rfl fun u _ => ?_
      simp only [Fin.cons_zero, Fin.cons_succ, true_and, hP]
      by_cases h : u 0 = t 0 <;> simp [h]
    · intro b _ hb
      refine Finset.sum_eq_zero fun u _ => ?_
      simp [hb]
    · intro h
      exact absurd (Finset.mem_univ a) h
  rw [hP, hsite, hpair, htr]
  ring
```

## The identity without division

The induction is carried out for chain weights with an arbitrary extra factor `g` on the first site, because summing out a site produces such a factor. For `k : Fin m`, the expression `k.castSucc.succ` denotes site $k+1$, so the product on the left runs over the interior sites $1,\dots,m$.

In the case `zero`, fixing the species on both sites leaves a single configuration. In the case `succ`, `key` is the screening identity and `ih'` is the induction hypothesis for the shortened chain, whose end factor is $\sum_a g(a)f_0(a,b)$. The two marginal lemmas translate between the chains, and the last line multiplies the identities together.

```lean
/-- Division-free form, for an open chain of at least two sites: a chain weight, with any real bond
factors and any factor on the first site, times its interior site marginals equals the product of
its neighbour-pair marginals. -/
theorem weight_mul_sites_eq_pairs (m : ℕ) : ∀ (P : (Fin (m + 2) → S) → ℝ)
    (f : Fin (m + 1) → S → S → ℝ) (g : S → ℝ), (∀ s, P s = g (s 0) * chainWeight f s) →
    ∀ s, P s * ∏ k : Fin m, siteMarginal P k.castSucc.succ (s k.castSucc.succ)
      = ∏ i : Fin (m + 1), pairMarginal P i.castSucc i.succ (s i.castSucc) (s i.succ) := by
  induction m with
  | zero =>
    intro P f g _ s
    -- two sites: the pair marginal is the distribution itself
    have h2 : pairMarginal P 0 1 (s 0) (s 1) = P s := by
      unfold pairMarginal
      rw [Finset.sum_eq_single s, if_pos ⟨rfl, rfl⟩]
      · intro u _ hu
        exact if_neg fun h => hu (funext (Fin.forall_fin_two.2 h))
      · intro h
        exact absurd (Finset.mem_univ s) h
    rw [Fin.prod_univ_zero, mul_one, Fin.prod_univ_succ, Fin.prod_univ_zero, mul_one]
    exact h2.symm
  | succ m ih =>
    intro P f g hP s
    obtain ⟨a, t, rfl⟩ : ∃ (a : S) (t : Fin (m + 2) → S), s = Fin.cons a t :=
      ⟨s 0, Fin.tail s, (Fin.cons_self_tail s).symm⟩
    have hP' : ∀ (a : S) (t : Fin (m + 2) → S), P (Fin.cons a t)
        = (g a * f 0 a (t 0)) * chainWeight (fun i => f i.succ) t := by
      intro a t
      rw [hP, chainWeight_cons, Fin.cons_zero]
      ring
    have key := first_site_screening P (fun a b => g a * f 0 a b)
      (chainWeight fun i => f i.succ) hP' a t
    -- the shortened chain has the same form, with a new factor on its first site
    have ih' := ih (traceFirst P) (fun i => f i.succ) (fun b => ∑ a, g a * f 0 a b)
      (by intro u; simp only [traceFirst, hP', Finset.sum_mul]) t
    have hcs : ∀ {n : ℕ} (i : Fin n), i.succ.castSucc = i.castSucc.succ := fun _ => rfl
    rw [Fin.prod_univ_succ, Fin.prod_univ_succ (n := m + 1)]
    simp only [Fin.castSucc_zero, hcs, Fin.cons_zero, Fin.cons_succ, siteMarginal_succ,
      pairMarginal_succ] at key ih' ⊢
    rw [← mul_assoc, key, mul_assoc, ih']
```

Since the factors here are arbitrary real numbers, this form also covers chains in which some neighbour pairs are forbidden by a zero factor.

## Exactness for a normalised chain

The main theorem takes `m + 1` positive bond factors on `m + 2` sites, a function `P` proportional to their product, and the condition that `P` sums to one. It concludes that every site marginal is positive and that `P` equals the quotient, so the denominator is never zero. The sign of the constant `c` is not assumed: `hc` derives it from normalisation. The proof of `hsite` uses the configuration with species `a` everywhere, and `eq_div_iff` reduces the quotient to the preceding identity, with the constant `c` as the factor on the first site.

```lean
/-- Exactness of the pair approximation: a normalised distribution on an open chain of at
least two sites, proportional to a product of strictly positive nearest-neighbour factors,
has positive site marginals and equals the product of its neighbour-pair marginals divided
by the product of its interior site marginals. -/
theorem pair_approximation_exact {m : ℕ} (f : Fin (m + 1) → S → S → ℝ)
    (hf : ∀ i a b, 0 < f i a b) (P : (Fin (m + 2) → S) → ℝ) (c : ℝ)
    (hP : ∀ s, P s = c * chainWeight f s) (hsum : ∑ s, P s = 1) :
    (∀ k a, 0 < siteMarginal P k a) ∧
    ∀ s, P s =
      (∏ i : Fin (m + 1), pairMarginal P i.castSucc i.succ (s i.castSucc) (s i.succ)) /
        ∏ k : Fin m, siteMarginal P k.castSucc.succ (s k.castSucc.succ) := by
  have hw : ∀ s, 0 < chainWeight f s := fun s => Finset.prod_pos fun i _ => hf i _ _
  -- normalisation forces a positive constant of proportionality
  have hc : 0 < c := by
    by_contra h
    have h0 : ∑ s, P s ≤ 0 := Finset.sum_nonpos fun s _ => by
      rw [hP]
      exact mul_nonpos_of_nonpos_of_nonneg (not_lt.1 h) (hw s).le
    linarith
  have hpos : ∀ s, 0 < P s := fun s => by
    rw [hP]
    exact mul_pos hc (hw s)
  have hsite : ∀ k a, 0 < siteMarginal P k a := by
    intro k a
    refine Finset.sum_pos' (fun s _ => ?_) ⟨fun _ => a, Finset.mem_univ _, ?_⟩
    · split_ifs
      · exact (hpos s).le
      · exact le_rfl
    · rw [if_pos rfl]
      exact hpos _
  refine ⟨hsite, fun s => ?_⟩
  rw [eq_div_iff (Finset.prod_pos fun k _ => hsite _ _).ne']
  exact weight_mul_sites_eq_pairs m P f (fun _ => c) hP s
```

The theorem concerns the distribution itself. It does not treat the minimisation of a cluster variation free energy, couplings beyond nearest neighbours, or infinite chains.

## A closed triangle where the quotient fails

Join three two-state sites in a ring, with factor $2$ for like neighbours and $1$ for unlike ones. In Boltzmann terms, a like pair lies lower in energy by $k_BT\ln 2$.

```lean
/-- The weight of a closed triangle of two-state sites, with factor 2 for each bond between
like neighbours and 1 for each bond between unlike ones. -/
def triangleWeight (s : Fin 3 → Bool) : ℝ :=
  (if s 0 = s 1 then 2 else 1) * (if s 1 = s 2 then 2 else 1) * (if s 2 = s 0 then 2 else 1)

/-- The normalised distribution of the closed triangle. -/
def triangleDist (s : Fin 3 → Bool) : ℝ :=
  triangleWeight s / ∑ u, triangleWeight u
```

The two uniform configurations have weight $8$ each and the other six have weight $2$ each, so the weights sum to $28$ and a uniform configuration has probability $8/28=2/7$. Each site marginal is $1/2$ by symmetry, and the probability that two given sites are both `true` is $(8+2)/28=5/14$. Every site of the ring belongs to two bonds, so the analogous quotient divides by all three site marginals:

$$\frac{(5/14)^3}{(1/2)^3}=\frac{125}{343}\approx 0.364,\qquad\text{whereas}\qquad \frac27\approx 0.286 .$$

The bond factors are positive and couple only neighbours, as before; what has changed is that the chain closes on itself. The screening step fails here: each site is coupled to both of the others, so the weight does not split into a factor $g(a,t_0)$ and a factor independent of $a$.

In the proof, `sum3` writes a sum over configurations as three sums over `Bool`, `hZ` evaluates the total weight, and `norm_num` computes the two values.

```lean
/-- On the closed triangle the configuration with every site `true` has probability 2/7, whereas the
product of its three pair marginals over its three site marginals is 125/343. -/
theorem triangle_not_exact :
    triangleDist (fun _ => true) = 2 / 7 ∧
    (pairMarginal triangleDist 0 1 true true * pairMarginal triangleDist 1 2 true true *
        pairMarginal triangleDist 2 0 true true) /
      (siteMarginal triangleDist 0 true * siteMarginal triangleDist 1 true *
        siteMarginal triangleDist 2 true) = 125 / 343 := by
  have sum3 : ∀ g : (Fin 3 → Bool) → ℝ,
      ∑ s, g s = ∑ a : Bool, ∑ b : Bool, ∑ c : Bool, g ![a, b, c] := fun g =>
    (sum_cons (n := 2) g).trans (Finset.sum_congr rfl fun a _ =>
      (sum_cons (n := 1) _).trans (Finset.sum_congr rfl fun b _ =>
        (sum_cons (n := 0) _).trans (Finset.sum_congr rfl fun c _ =>
          (Fintype.sum_unique _).trans
            (congrArg (fun v : Fin 0 → Bool =>
              g (Fin.cons a (Fin.cons b (Fin.cons c v)))) (Subsingleton.elim _ ![])))))
  have third : ∀ a b c : Bool, (![a, b, c] : Fin 3 → Bool) 2 = c := fun _ _ _ => rfl
  have hZ : ∑ u, triangleWeight u = 28 := by
    rw [sum3]
    norm_num [Fintype.sum_bool, triangleWeight, third]
  constructor
  · rw [triangleDist, hZ]
    norm_num [triangleWeight]
  · simp only [pairMarginal, siteMarginal, triangleDist, hZ, sum3]
    norm_num [Fintype.sum_bool, triangleWeight, third]

end

end ClusterVariationChain
```

```lean
#print axioms ClusterVariationChain.pair_approximation_exact
-- 'ClusterVariationChain.pair_approximation_exact' depends on axioms: [propext, Classical.choice, Quot.sound]
#print axioms ClusterVariationChain.triangle_not_exact
-- 'ClusterVariationChain.triangle_not_exact' depends on axioms: [propext, Classical.choice, Quot.sound]
```
